# Exactly one two-slope transition-state rule is exact for every polynomial energy up to degree four

Slater's transition-state method estimates the change in total energy on filling an orbital by the slope of the energy at half occupation. The name has nothing to do with the transition state of a chemical reaction. A cubic term in the energy already spoils the estimate. For $E(f)=f^3$ the slope at $f=1/2$ is $3/4$, while $E(1)-E(0)=1$. A second slope does not help by itself: the average of the slopes at $f=0$ and $f=1$ is $3/2$, which is further off than the single midpoint. What matters is where the two slopes are taken and how they are weighted.

If the energy is a real polynomial in the occupation $f$, the requirement of exactness through degree 4 settles both questions. The weights must be equal, and the occupations must be $1/2\mp\sqrt3/6$, about $0.2113$ and $0.7887$. This is two-point Gauss–Legendre quadrature on $[0,1]$, applied to the slope $E'(f)$.

In density-functional calculations the slope of the total energy with respect to an occupation is the corresponding orbital eigenvalue, so the rule turns two fractional-occupation calculations into an estimate of an electron removal energy, with no error from the rule itself as long as the energy is a polynomial of degree at most 4 in that one occupation.

## Energies as polynomials in one occupation

Let $f$ be the occupation of a single orbital, with $f=0$ empty and $f=1$ filled. The energy is
$$E(f)=\sum_k c_k f^k$$
with finitely many real coefficients $c_k$. In Lean such an energy is an element of `ℝ[X]`, where the indeterminate `X` plays the part of $f$.

```lean
import Mathlib

open Polynomial

namespace TwoPointTransitionState

noncomputable section
```

The quantity wanted is $E(1)-E(0)$. This is the energy with the orbital filled minus the energy with it empty, so it is the removal energy with its sign reversed.

```lean
/-- The energy difference `E(1) - E(0)` between the filled and the empty orbital, for an energy
`E` that is a polynomial in the occupation. -/
def energyDifference (E : ℝ[X]) : ℝ := E.eval 1 - E.eval 0
```

The estimate uses two slopes, at occupations $s_1$ and $s_2$, with weights $w_1$ and $w_2$:
$$w_1E'(s_1)+w_2E'(s_2).$$

```lean
/-- The two-point transition-state rule `w₁ E'(s₁) + w₂ E'(s₂)`: a weighted sum of the slopes of
the energy at the occupations `s₁` and `s₂`. -/
def twoPointRule (w₁ w₂ s₁ s₂ : ℝ) (E : ℝ[X]) : ℝ :=
  w₁ * (derivative E).eval s₁ + w₂ * (derivative E).eval s₂
```

Here `derivative E` is the formal derivative of the polynomial, which agrees with the ordinary derivative of the function. Weights and occupations are arbitrary real numbers. Nothing forces the weights to be positive or the occupations to lie between 0 and 1; for the exact rule, both properties come out as results.

A rule is called exact through degree $d$ if it reproduces $E(1)-E(0)$ for every polynomial energy of degree at most $d$. The same four numbers have to serve all these energies.

```lean
/-- The rule is exact through degree `d` if it gives the energy difference for every real
polynomial energy of degree at most `d`. -/
def IsExact (d : ℕ) (w₁ w₂ s₁ s₂ : ℝ) : Prop :=
  ∀ E : ℝ[X], E.natDegree ≤ d → twoPointRule w₁ w₂ s₁ s₂ E = energyDifference E
```

The polynomial form is an assumption about the system and is not derived from an electronic-structure model. Orbital relaxation is covered only in so far as the relaxed energy, as a function of $f$, is such a polynomial. Other dependences on $f$, and the numerical error in computed slopes, are not treated.

## Moment conditions from powers of the occupation

Test an exact rule on $E(f)=f^{k+1}$. The energy difference is 1 and the slope is $(k+1)f^k$, so
$$(k+1)\left(w_1s_1^k+w_2s_2^k\right)=1.$$
Writing $m_k=w_1s_1^k+w_2s_2^k$ for the $k$-th moment, we get $m_k=1/(k+1)$. The test energy has degree $k+1$, so exactness through degree $d$ gives this for every $k<d$.

```lean
/-- A rule that is exact through degree `d` satisfies the moment conditions
`w₁ s₁ᵏ + w₂ s₂ᵏ = 1/(k+1)` for all `k < d`. -/
theorem moment_condition {d : ℕ} {w₁ w₂ s₁ s₂ : ℝ} (h : IsExact d w₁ w₂ s₁ s₂)
    (k : ℕ) (hk : k < d) : w₁ * s₁ ^ k + w₂ * s₂ ^ k = 1 / ((k : ℝ) + 1) := by
  -- test the rule on the energy `f ^ (k + 1)`
  have hX := h (X ^ (k + 1)) (by rw [natDegree_X_pow]; omega)
  simp [twoPointRule, energyDifference] at hX
  have hk' : (k : ℝ) + 1 ≠ 0 := by positivity
  rw [eq_div_iff hk']
  linear_combination hX
```

Exactness through degree 4 therefore supplies four equations for four unknowns:
$$m_0=1,\qquad m_1=\tfrac12,\qquad m_2=\tfrac13,\qquad m_3=\tfrac14.$$

## Eliminating the weights

Let $S=s_1+s_2$ and $P=s_1s_2$. Both occupations are roots of $s^2-Ss+P=0$. Multiply this equation, taken at $s_i$, by $w_is_i^k$ and add the two results:
$$m_{k+2}-S\,m_{k+1}+P\,m_k=0.$$
For $k=0$ and $k=1$ this reads
$$\frac S2-P=\frac13,\qquad \frac S3-\frac P2=\frac14.$$
Subtracting half of the first equation from the second leaves $S/12=1/12$. Hence $S=1$, and then $P=1/6$.

```lean
/-- If a two-point rule is exact through degree 4, its occupations have sum `1` and
product `1/6`. -/
theorem nodes_sum_and_product {w₁ w₂ s₁ s₂ : ℝ} (h : IsExact 4 w₁ w₂ s₁ s₂) :
    s₁ + s₂ = 1 ∧ s₁ * s₂ = 1 / 6 := by
  have h0 : w₁ * s₁ ^ 0 + w₂ * s₂ ^ 0 = 1 :=
    (moment_condition h 0 (by norm_num)).trans (by norm_num)
  have h1 : w₁ * s₁ ^ 1 + w₂ * s₂ ^ 1 = 1 / 2 :=
    (moment_condition h 1 (by norm_num)).trans (by norm_num)
  have h2 : w₁ * s₁ ^ 2 + w₂ * s₂ ^ 2 = 1 / 3 :=
    (moment_condition h 2 (by norm_num)).trans (by norm_num)
  have h3 : w₁ * s₁ ^ 3 + w₂ * s₂ ^ 3 = 1 / 4 :=
    (moment_condition h 3 (by norm_num)).trans (by norm_num)
  -- the weights drop out, leaving two linear equations for the sum and the product
  have e2 : (s₁ + s₂) / 2 - s₁ * s₂ = 1 / 3 := by
    linear_combination h2 - (s₁ + s₂) * h1 + s₁ * s₂ * h0
  have e3 : (s₁ + s₂) / 3 - s₁ * s₂ / 2 = 1 / 4 := by
    linear_combination h3 - (s₁ + s₂) * h2 + s₁ * s₂ * h1
  constructor <;> linarith
```

The two linear equations are `e2` and `e3`, and `linarith` solves them. No ordering of the occupations is needed at this stage.

The elimination rests on the tactic `linear_combination`, which also carries most of the later algebra. It is given a combination of known equations and checks that the goal follows from it: the difference between the two sides of the goal must equal the same combination of the differences between the sides of the known equations, as an identity of commutative-ring algebra. The coefficients may themselves contain variables. For `e2` the combination is
`h2 - (s₁ + s₂) * h1 + s₁ * s₂ * h0`,
which is the recurrence above for $k=0$. Its left-hand sides cancel identically, whatever the weights are, and its right-hand sides leave the equation for $S$ and $P$. The tactic does not find the coefficients; they come from the derivation by hand.

The same check treats $\sqrt3$ as an unknown symbol. Wherever its value matters, the equation $(\sqrt3)^2=3$ has to be supplied as one of the ingredients, and it appears below as `hr`.

## The error for energies up to degree five

Now take the candidate rule, with equal weights $1/2$ and occupations $s_{1,2}=1/2\mp\sqrt3/6$. Let $p_k=s_1^k+s_2^k$. Since $S=1$ and $P=1/6$, we have $p_0=2$, $p_1=1$ and $p_{k+2}=p_{k+1}-p_k/6$, so
$$p_2=\tfrac23,\qquad p_3=\tfrac12,\qquad p_4=\tfrac7{18}.$$
For an energy of degree at most 5 the rule gives
$$\frac12\sum_{k=1}^5 k\,c_k\,p_{k-1}=c_1+c_2+c_3+c_4+\frac{35}{36}c_5,$$
whereas $E(1)-E(0)=c_1+c_2+c_3+c_4+c_5$. The energy difference minus the estimate is therefore $c_5/36$.

```lean
/-- For a polynomial energy of degree at most 5, the rule with equal weights at the occupations
`1/2 ∓ √3/6` misses the energy difference by `1/36` of the coefficient of `f⁵`. -/
theorem error_formula (E : ℝ[X]) (hE : E.natDegree ≤ 5) :
    energyDifference E - twoPointRule (1 / 2) (1 / 2) (1 / 2 - √3 / 6) (1 / 2 + √3 / 6) E
      = E.coeff 5 / 36 := by
  have hr : √3 ^ 2 = (3 : ℝ) := Real.sq_sqrt (by norm_num)
  -- power sums of the two occupations
  have p2 : (1 / 2 - √3 / 6) ^ 2 + (1 / 2 + √3 / 6) ^ 2 = (2 / 3 : ℝ) := by
    linear_combination (1 / 18) * hr
  have p3 : (1 / 2 - √3 / 6) ^ 3 + (1 / 2 + √3 / 6) ^ 3 = (1 / 2 : ℝ) := by
    linear_combination (1 / 12) * hr
  have p4 : (1 / 2 - √3 / 6) ^ 4 + (1 / 2 + √3 / 6) ^ 4 = (7 / 18 : ℝ) := by
    linear_combination (1 / 12 + (√3 ^ 2 + 3) / 648) * hr
  have hE6 : E.natDegree < 6 := by omega
  have hD5 : (derivative E).natDegree < 5 := by
    have := natDegree_derivative_le E
    omega
  -- expand the energy and its slope in the coefficients of `E`
  unfold energyDifference twoPointRule
  rw [eval_eq_sum_range' hE6 1, eval_eq_sum_range' hE6 0,
    eval_eq_sum_range' hD5 (1 / 2 - √3 / 6), eval_eq_sum_range' hD5 (1 / 2 + √3 / 6)]
  simp only [Finset.sum_range_succ, Finset.sum_range_zero, coeff_derivative, zero_add,
    Nat.reduceAdd]
  push_cast
  linear_combination (-(3 / 2) * E.coeff 3) * p2 - (2 * E.coeff 4) * p3
    - (5 / 2 * E.coeff 5) * p4
```

In the code, `E.coeff 5` is $c_5$. The power sums `p2`, `p3` and `p4` are obtained by expanding the powers directly and using `hr`. The lemma `eval_eq_sum_range'` then writes the energy and its slope as finite sums over coefficients, six terms for $E$ and five for $E'$, and the last `linear_combination` inserts the power sums.

## Necessity and sufficiency through degree four

Suppose that $s_1<s_2$ and that the rule is exact through degree 4. From $S=1$ and $P=1/6$,
$$(s_2-s_1)^2=S^2-4P=\frac13.$$
The ordering selects the positive root, $s_2-s_1=\sqrt3/3$. Together with $s_1+s_2=1$ this gives
$$s_1=\frac12-\frac{\sqrt3}{6},\qquad s_2=\frac12+\frac{\sqrt3}{6}.$$

For the weights, subtract $m_1=1/2$ from $s_2m_0=s_2$:
$$w_1(s_2-s_1)=s_2-\frac12=\frac{s_2-s_1}{2}.$$
The last step uses $s_1+s_2=1$. As the occupations differ, $w_1=1/2$, and $m_0=1$ gives $w_2=1/2$.

Conversely, an energy of degree at most 4 has $c_5=0$, so the error formula gives zero for this rule.

```lean
/-- A two-point rule with occupations `s₁ < s₂` gives `E(1) - E(0)` for all real polynomial
energies of degree at most 4 exactly when both weights are `1/2` and the occupations are
`1/2 - √3/6` and `1/2 + √3/6`. -/
theorem isExact_four_iff {w₁ w₂ s₁ s₂ : ℝ} (hs : s₁ < s₂) :
    IsExact 4 w₁ w₂ s₁ s₂ ↔
      w₁ = 1 / 2 ∧ w₂ = 1 / 2 ∧ s₁ = 1 / 2 - √3 / 6 ∧ s₂ = 1 / 2 + √3 / 6 := by
  constructor
  · intro h
    obtain ⟨hp, hq⟩ := nodes_sum_and_product h
    have h0 : w₁ * s₁ ^ 0 + w₂ * s₂ ^ 0 = 1 :=
      (moment_condition h 0 (by norm_num)).trans (by norm_num)
    have h1 : w₁ * s₁ ^ 1 + w₂ * s₂ ^ 1 = 1 / 2 :=
      (moment_condition h 1 (by norm_num)).trans (by norm_num)
    have hr : √3 ^ 2 = (3 : ℝ) := Real.sq_sqrt (by norm_num)
    -- the ordering of the occupations selects the positive root for their distance
    have hz : (√3 - 3 * (s₂ - s₁)) * (√3 + 3 * (s₂ - s₁)) = 0 := by
      linear_combination hr - 9 * (s₁ + s₂ + 1) * hp + 36 * hq
    have hpos : 0 < √3 + 3 * (s₂ - s₁) := by
      have := Real.sqrt_nonneg 3
      linarith
    have hd := (mul_eq_zero.mp hz).resolve_right hpos.ne'
    -- distinct occupations force equal weights
    have hw : (w₁ - 1 / 2) * (s₂ - s₁) = 0 := by
      linear_combination s₂ * h0 - h1 + hp / 2
    have hw' := (mul_eq_zero.mp hw).resolve_right (sub_pos.mpr hs).ne'
    have hw1 : w₁ = 1 / 2 := by linarith
    refine ⟨hw1, ?_, by linarith, by linarith⟩
    linear_combination h0 - hw1
  · rintro ⟨rfl, rfl, rfl, rfl⟩ E hE
    have herr := error_formula E (by omega)
    rw [coeff_eq_zero_of_natDegree_lt (by omega : E.natDegree < 5)] at herr
    linarith
```

In words: given $s_1<s_2$, the rule reproduces the energy difference for all real polynomials of degree at most 4 if and only if the weights and occupations have the four stated values. The hypothesis `hs` only fixes which occupation is called $s_1$. Exchanging the two labels describes the same rule, and coinciding occupations are already excluded by $S^2-4P=1/3$.

The proof takes the root through the factorisation `hz`,
$$\left(\sqrt3-3(s_2-s_1)\right)\left(\sqrt3+3(s_2-s_1)\right)=0.$$
The second factor is positive by the ordering, so the first must vanish. The equation `hw` does the same for the weight, with $s_2-s_1$ as the nonzero factor.

## A quartic energy in numbers

Take, in arbitrary energy units,
$$E(f)=-10f+3f^2+f^3-f^4,\qquad E'(f)=-10+6f+3f^2-4f^3.$$
The energy difference is $-10+3+1-1=-7$. At the two occupations the slopes are
$$E'(0.2113)\approx-8.6358,\qquad E'(0.7887)\approx-5.3642,$$
where the unrounded occupations were used. Their average is $-7.0000$ to the digits shown. The single slope at half occupation is $-6.75$, and the average of the slopes at $f=0$ and $f=1$ is $-7.5$.

## The quintic term

For $E(f)=f^5$ we have $c_5=1$ and $E(1)-E(0)=1$. By the error formula the estimate is $1-1/36=35/36$.

```lean
/-- For the energy `E(f) = f⁵` the rule with equal weights at `1/2 ∓ √3/6` gives `35/36`,
whereas the energy difference is `1`. -/
theorem quintic_failure :
    twoPointRule (1 / 2) (1 / 2) (1 / 2 - √3 / 6) (1 / 2 + √3 / 6) (X ^ 5) = 35 / 36 ∧
      energyDifference (X ^ 5) = 1 := by
  have hdiff : energyDifference (X ^ 5) = 1 := by simp [energyDifference]
  have herr := error_formula (X ^ 5) (by rw [natDegree_X_pow])
  rw [hdiff, coeff_X_pow_self] at herr
  exact ⟨by linarith, hdiff⟩
```

The relative error for this energy is just under 3 per cent. For a general energy of degree at most 5, the absolute error is set by $c_5$ alone, however large the lower coefficients are.

Other weights or occupations do not extend the exactness to degree 5. A rule exact through degree 5 is also exact through degree 4, so it has $S=1$ and $P=1/6$. The recurrence for $k=2$ then fixes the next moment:
$$m_4=S\,m_3-P\,m_2=\frac14-\frac1{18}=\frac7{36}.$$
But the test energy $f^5$ requires $m_4=1/5$, which is a contradiction.

```lean
/-- No two-point rule, whatever its real weights and occupations, is exact for all polynomial
energies of degree at most 5. -/
theorem not_isExact_five (w₁ w₂ s₁ s₂ : ℝ) : ¬ IsExact 5 w₁ w₂ s₁ s₂ := by
  intro h
  obtain ⟨hp, hq⟩ := nodes_sum_and_product (fun E hE => h E (by omega))
  have h2 : w₁ * s₁ ^ 2 + w₂ * s₂ ^ 2 = 1 / 3 :=
    (moment_condition h 2 (by norm_num)).trans (by norm_num)
  have h3 : w₁ * s₁ ^ 3 + w₂ * s₂ ^ 3 = 1 / 4 :=
    (moment_condition h 3 (by norm_num)).trans (by norm_num)
  have h4 : w₁ * s₁ ^ 4 + w₂ * s₂ ^ 4 = 1 / 5 :=
    (moment_condition h 4 (by norm_num)).trans (by norm_num)
  -- the lower moments fix the fourth one to `7/36`, not `1/5`
  have e4 : (s₁ + s₂) / 4 - s₁ * s₂ / 3 = 1 / 5 := by
    linear_combination h4 - (s₁ + s₂) * h3 + s₁ * s₂ * h2
  rw [hp, hq] at e4
  norm_num at e4

end

end TwoPointTransitionState
```

This last theorem holds for all real weights and occupations, with no ordering assumed. It excludes a single rule that serves every energy of degree at most 5. A rule fitted to one particular quintic can still give the right difference for that energy: for $f^5$ alone, one slope at the positive $s$ with $5s^4=1$ is enough.

```lean
#print axioms TwoPointTransitionState.isExact_four_iff
#print axioms TwoPointTransitionState.quintic_failure
#print axioms TwoPointTransitionState.not_isExact_five
```

```
'TwoPointTransitionState.isExact_four_iff' depends on axioms: [propext, Classical.choice, Quot.sound]
'TwoPointTransitionState.quintic_failure' depends on axioms: [propext, Classical.choice, Quot.sound]
'TwoPointTransitionState.not_isExact_five' depends on axioms: [propext, Classical.choice, Quot.sound]
```
